# The undamped Chebyshev kernel has a negative lobe that deepens linearly with the number of moments

For $N\ge 2$, let

$$D_N(\varphi)=1+2\sum_{n=1}^{N-1}\cos(n\varphi),\qquad \varphi_N=\frac{3\pi}{2N-1}.$$

Then

$$D_N(\varphi_N)=-\frac{1}{\sin(\varphi_N/2)},\qquad -\frac{2N-1}{3}\;\le\; D_N(\varphi_N)\;\le\;-\frac{4N-2}{3\pi},$$

and $D_N(\varphi_N)$ strictly decreases as $N$ grows. With energies rescaled to $[-1,1]$, take a single level at $\cos\theta_0$, where $0<\theta_0<\pi$. Its density of states reconstructed from $N$ undamped Chebyshev moments, evaluated at the energy $\cos(\theta_0+\varphi_N)$, tends to $-\infty$ as $N\to\infty$.

## Where negative densities enter a Chebyshev code

A Chebyshev density-of-states code rescales the Hamiltonian so that its spectrum lies in $[-1,1]$, computes moments, and sums a truncated series. For one level $E_0$ the moments are $T_n(E_0)$, with $T_n$ the Chebyshev polynomials, and the undamped reconstruction is

$$\rho_N(E)=\frac{1+2\sum_{n=1}^{N-1}T_n(E_0)\,T_n(E)}{\pi\sqrt{1-E^2}},\qquad -1<E<1.$$

The exact density is a delta peak and is nowhere negative. Any later step that relies on this sign, such as taking a logarithm or sampling energies from the density, can fail on $\rho_N$. For this one-level model, negative values near the level are no sign of a faulty moment recursion, and more moments do not remove them.

The central peak of the kernel is $D_N(0)=2N-1$, so the lobe value has a magnitude between $2/(3\pi)\approx 0.21$ and $1/3$ of the peak height for every $N\ge2$. This differs from the familiar Gibbs overshoot at a jump, which tends to a fixed fraction of the jump. Here a delta peak is being expanded, and the undershoot grows without bound.

## From a telescoping sum to a negative density

**The closed form.** For each $n$,

$$2\cos(n\varphi)\sin\frac{\varphi}{2}=\sin\!\left(n\varphi+\frac{\varphi}{2}\right)-\sin\!\left(n\varphi-\frac{\varphi}{2}\right).$$

Summed over $n=1,\dots,N-1$, the right side telescopes to $\sin\frac{(2N-1)\varphi}{2}-\sin\frac{\varphi}{2}$. The leading 1 in $D_N$ contributes $\sin\frac{\varphi}{2}$, so

$$D_N(\varphi)\,\sin\frac{\varphi}{2}=\sin\frac{(2N-1)\varphi}{2}.$$

**The value at $\varphi_N$.** The right side becomes $\sin(3\pi/2)=-1$. Since $2N-1\ge3$, we have $0<\varphi_N\le\pi$, so $\sin(\varphi_N/2)>0$ and we may divide by it.

**The two bounds.** Put $x=\varphi_N/2=3\pi/(4N-2)$, which lies in $(0,\pi/2]$. From $0<\sin x\le x$,

$$-\frac1{\sin x}\le-\frac1x=-\frac{4N-2}{3\pi}.$$

Jordan's inequality gives $\sin x\ge 2x/\pi=3/(2N-1)$, hence $-1/\sin x\ge-(2N-1)/3$.

**Strict deepening.** If $2\le M<N$, then $\varphi_N<\varphi_M$. Sine is strictly increasing on $[0,\pi/2]$, so $\sin(\varphi_N/2)<\sin(\varphi_M/2)$ and $D_N(\varphi_N)<D_M(\varphi_M)$.

**The density of states.** Write $E_0=\cos\theta_0$ and $E=\cos\theta$ with $0<\theta<\pi$. Then $T_n(\cos\theta)=\cos n\theta$ and $\sqrt{1-E^2}=\sin\theta$. The product formula

$$\cos n\theta_0\cos n\theta=\tfrac12\left[\cos n(\theta-\theta_0)+\cos n(\theta+\theta_0)\right]$$

gives

$$\rho_N(\cos\theta)=\frac{D_N(\theta-\theta_0)+D_N(\theta+\theta_0)}{2\pi\sin\theta}.$$

Set $\theta=\theta_0+\varphi_N$, with $\theta_0\ge0$ and $\theta<\pi$. The direct term is $D_N(\varphi_N)$. The closed form bounds the image term: $D_N(2\theta_0+\varphi_N)\le1/\sin(\theta_0+\varphi_N/2)$, because the numerator is at most 1 and the denominator is positive. Therefore

$$\rho_N(\cos(\theta_0+\varphi_N))\le\frac{1}{\pi\sin(\theta_0+\varphi_N)}\left[\frac{1}{2\sin(\theta_0+\varphi_N/2)}-\frac{2N-1}{3\pi}\right].$$

For fixed $0<\theta_0<\pi$ and $N\to\infty$, the prefactor tends to $1/(\pi\sin\theta_0)>0$ and the first term in the bracket to $1/(2\sin\theta_0)$, while the second term falls linearly. The bound, and with it the density, tends to $-\infty$.

## Two moments, then five

At $N=2$ the angle is $\varphi_2=\pi$ and $D_2(\pi)=1+2\cos\pi=-1$. This equals the lower bound $-(2N-1)/3$, and lies below the upper bound $-2/\pi\approx-0.637$.

At $N=5$ the angle is $\varphi_5=\pi/3$, and

$$D_5(\pi/3)=1+2\left(\tfrac12-\tfrac12-1-\tfrac12\right)=-2=-\frac{1}{\sin(\pi/6)}.$$

The bounds are $-3$ and $-6/\pi\approx-1.910$. For a level at $E_0=0$, that is $\theta_0=\pi/2$, the probed energy is $\cos(5\pi/6)=-\sqrt3/2$. The image term $D_5(4\pi/3)$ vanishes, so $\rho_5=-2/\pi\approx-0.637$. These values make a quick check of a series routine with damping switched off.

## The Lean file

```lean
import Mathlib

open Real Filter Topology

namespace GibbsChebyshev

noncomputable section

/-- The undamped Chebyshev kernel `1 + 2 ∑ cos (n φ)`, with `n` running from `1` to `N - 1`. -/
def kernel (N : ℕ) (φ : ℝ) : ℝ :=
  1 + 2 * ∑ n ∈ Finset.Ico 1 N, Real.cos (n * φ)

/-- The angle `3π / (2N - 1)` at which the kernel is probed. -/
def lobeAngle (N : ℕ) : ℝ := 3 * π / (2 * N - 1)

/-- The density of states at energy `E` of a single level `E₀`, reconstructed from its first `N`
Chebyshev moments `T_n(E₀)` without damping; the domain is `N ≥ 1`, `-1 < E < 1`. -/
def levelDOS (N : ℕ) (E₀ E : ℝ) : ℝ :=
  (1 + 2 * ∑ n ∈ Finset.Ico 1 N,
    (Polynomial.Chebyshev.T ℝ (n : ℤ)).eval E₀ * (Polynomial.Chebyshev.T ℝ (n : ℤ)).eval E)
    / (π * √(1 - E ^ 2))

/-- For at least one moment, the kernel times `sin (φ/2)` is the single wave
`sin ((2N - 1) φ/2)`. -/
theorem kernel_mul_sin {N : ℕ} (hN : 1 ≤ N) (φ : ℝ) :
    kernel N φ * Real.sin (φ / 2) = Real.sin ((2 * N - 1) * φ / 2) := by
  induction N, hN using Nat.le_induction with
  | base =>
    have h : (2 * ((1 : ℕ) : ℝ) - 1) * φ / 2 = φ / 2 := by push_cast; ring
    rw [h]
    simp [kernel]
  | succ N hN ih =>
    -- one more moment adds a difference of two neighbouring sines
    have hk : kernel (N + 1) φ = kernel N φ + 2 * Real.cos (N * φ) := by
      unfold kernel
      rw [Finset.sum_Ico_succ_top hN]
      ring
    have h1 : (2 * ((N + 1 : ℕ) : ℝ) - 1) * φ / 2 = N * φ + φ / 2 := by push_cast; ring
    have h2 : (2 * (N : ℝ) - 1) * φ / 2 = N * φ - φ / 2 := by ring
    rw [h2, Real.sin_sub] at ih
    rw [h1, hk, Real.sin_add]
    linear_combination ih

/-- For `N ≥ 2` the probing angle lies in `(0, π]`, and `2N - 1` times it is `3π`. -/
theorem lobeAngle_spec {N : ℕ} (hN : 2 ≤ N) :
    0 < lobeAngle N ∧ lobeAngle N ≤ π ∧ (2 * (N : ℝ) - 1) * lobeAngle N = 3 * π := by
  have h : (2 : ℝ) ≤ N := by exact_mod_cast hN
  have hd : 0 < 2 * (N : ℝ) - 1 := by linarith
  have hne := hd.ne'
  unfold lobeAngle
  refine ⟨div_pos (by positivity) hd, ?_, ?_⟩
  · rw [div_le_iff₀ hd]
    nlinarith [mul_nonneg Real.pi_pos.le (sub_nonneg.2 h)]
  · field_simp

/-- For `N ≥ 2` the undamped kernel at `φ = 3π / (2N - 1)` equals `-1 / sin (φ/2)` and is at most
`-(4N - 2) / (3π)`. -/
theorem kernel_lobe {N : ℕ} (hN : 2 ≤ N) :
    kernel N (lobeAngle N) = -1 / Real.sin (lobeAngle N / 2) ∧
      kernel N (lobeAngle N) ≤ -(4 * N - 2) / (3 * π) := by
  obtain ⟨h0, hpi, e⟩ := lobeAngle_spec hN
  have h : (2 : ℝ) ≤ N := by exact_mod_cast hN
  have hs : 0 < Real.sin (lobeAngle N / 2) :=
    Real.sin_pos_of_pos_of_lt_pi (by linarith) (by linarith)
  have heq : kernel N (lobeAngle N) = -1 / Real.sin (lobeAngle N / 2) := by
    -- the wave in the numerator is at its minimum, sin (3π/2) = -1
    have ha : (2 * (N : ℝ) - 1) * lobeAngle N / 2 = π / 2 + π := by linarith
    rw [eq_div_iff hs.ne', kernel_mul_sin (by omega), ha, Real.sin_add_pi,
      Real.sin_pi_div_two]
  refine ⟨heq, ?_⟩
  have hle : Real.sin (lobeAngle N / 2) ≤ lobeAngle N / 2 := Real.sin_le (by linarith)
  rw [heq, neg_div, neg_div, neg_le_neg_iff, div_le_div_iff₀ (by positivity) hs]
  nlinarith [mul_le_mul_of_nonneg_left hle (by linarith : (0 : ℝ) ≤ 2 * N - 1)]

/-- For `N ≥ 2` the kernel at the probing angle is no lower than `-(2N - 1) / 3`. -/
theorem le_kernel_lobe {N : ℕ} (hN : 2 ≤ N) :
    -(2 * N - 1) / 3 ≤ kernel N (lobeAngle N) := by
  obtain ⟨h0, hpi, e⟩ := lobeAngle_spec hN
  have h : (2 : ℝ) ≤ N := by exact_mod_cast hN
  have hs : 0 < Real.sin (lobeAngle N / 2) :=
    Real.sin_pos_of_pos_of_lt_pi (by linarith) (by linarith)
  -- Jordan's inequality bounds the sine from below by its chord
  have hj : 2 / π * (lobeAngle N / 2) ≤ Real.sin (lobeAngle N / 2) :=
    Real.mul_le_sin (by linarith) (by linarith)
  have hc : (2 * (N : ℝ) - 1) * (2 / π * (lobeAngle N / 2)) = 3 := by
    have : (2 * (N : ℝ) - 1) * (2 / π * (lobeAngle N / 2))
        = ((2 * (N : ℝ) - 1) * lobeAngle N) / π := by ring
    rw [this, e]
    field_simp
  rw [(kernel_lobe hN).1, neg_div, neg_div, neg_le_neg_iff, div_le_div_iff₀ hs (by norm_num)]
  linarith [mul_le_mul_of_nonneg_left hj (by linarith : (0 : ℝ) ≤ 2 * N - 1)]

/-- From two moments on, adding moments without damping makes the kernel at the probing angle
`3π / (2N - 1)`, which moves with `N`, strictly more negative. -/
theorem kernel_lobe_strict_anti {M N : ℕ} (hM : 2 ≤ M) (hMN : M < N) :
    kernel N (lobeAngle N) < kernel M (lobeAngle M) := by
  have hN : 2 ≤ N := by omega
  obtain ⟨hN0, hNpi, -⟩ := lobeAngle_spec hN
  obtain ⟨hM0, hMpi, -⟩ := lobeAngle_spec hM
  have h : (2 : ℝ) ≤ M := by exact_mod_cast hM
  have h' : (M : ℝ) < N := by exact_mod_cast hMN
  have hlt : lobeAngle N < lobeAngle M := by
    unfold lobeAngle
    rw [div_lt_div_iff₀ (by linarith) (by linarith)]
    nlinarith [mul_pos Real.pi_pos (sub_pos.2 h')]
  have hs : 0 < Real.sin (lobeAngle N / 2) :=
    Real.sin_pos_of_pos_of_lt_pi (by linarith) (by linarith)
  have hsin : Real.sin (lobeAngle N / 2) < Real.sin (lobeAngle M / 2) :=
    Real.sin_lt_sin_of_lt_of_le_pi_div_two (by linarith) (by linarith) (by linarith)
  rw [(kernel_lobe hN).1, (kernel_lobe hM).1, neg_div, neg_div, neg_lt_neg_iff]
  exact one_div_lt_one_div_of_lt hs hsin

/-- At `E = cos θ` with `0 < θ < π`, the reconstructed density of states of the level `cos θ₀` is
the mean of a direct kernel at `θ - θ₀` and an image kernel at `θ + θ₀`, over `π sin θ`. -/
theorem levelDOS_cos (N : ℕ) (θ₀ : ℝ) {θ : ℝ} (h0 : 0 < θ) (hpi : θ < π) :
    levelDOS N (Real.cos θ₀) (Real.cos θ)
      = (kernel N (θ - θ₀) + kernel N (θ + θ₀)) / 2 / (π * Real.sin θ) := by
  have hs := Real.sin_pos_of_pos_of_lt_pi h0 hpi
  have hsum : ∑ n ∈ Finset.Ico 1 N, (Polynomial.Chebyshev.T ℝ (n : ℤ)).eval (Real.cos θ₀)
        * (Polynomial.Chebyshev.T ℝ (n : ℤ)).eval (Real.cos θ)
      = (∑ n ∈ Finset.Ico 1 N, Real.cos (n * (θ - θ₀))
        + ∑ n ∈ Finset.Ico 1 N, Real.cos (n * (θ + θ₀))) / 2 := by
    rw [← Finset.sum_add_distrib, Finset.sum_div]
    refine Finset.sum_congr rfl fun n _ => ?_
    simp only [Polynomial.Chebyshev.T_real_cos, Int.cast_natCast, mul_sub, mul_add,
      Real.cos_sub, Real.cos_add]
    ring
  unfold levelDOS kernel
  rw [hsum, ← Real.sin_sq, Real.sqrt_sq hs.le]
  ring

/-- For `N ≥ 2` and a level `cos θ₀` with `0 ≤ θ₀` and `θ₀ + φ < π`, where `φ = 3π / (2N - 1)`,
the density of states at `cos (θ₀ + φ)` obeys an explicit upper bound. -/
theorem levelDOS_lobe_le {N : ℕ} (hN : 2 ≤ N) {θ₀ : ℝ} (h0 : 0 ≤ θ₀)
    (hpi : θ₀ + lobeAngle N < π) :
    levelDOS N (Real.cos θ₀) (Real.cos (θ₀ + lobeAngle N))
      ≤ (1 / (2 * Real.sin (θ₀ + lobeAngle N / 2)) - (2 * N - 1) / (3 * π))
        / (π * Real.sin (θ₀ + lobeAngle N)) := by
  have hφ := (lobeAngle_spec hN).1
  have hs := Real.sin_pos_of_pos_of_lt_pi (by linarith : 0 < θ₀ + lobeAngle N) hpi
  have hs' : 0 < Real.sin (θ₀ + lobeAngle N / 2) :=
    Real.sin_pos_of_pos_of_lt_pi (by linarith) (by linarith)
  -- the image kernel stays bounded
  have himg : kernel N (θ₀ + lobeAngle N + θ₀) ≤ 1 / Real.sin (θ₀ + lobeAngle N / 2) := by
    have ha : θ₀ + lobeAngle N / 2 = (θ₀ + lobeAngle N + θ₀) / 2 := by ring
    rw [le_div_iff₀ hs', ha, kernel_mul_sin (by omega)]
    exact Real.sin_le_one _
  have hdir := (kernel_lobe hN).2
  have e1 : 1 / (2 * Real.sin (θ₀ + lobeAngle N / 2))
      = 1 / Real.sin (θ₀ + lobeAngle N / 2) / 2 := by ring
  have e2 : -(4 * (N : ℝ) - 2) / (3 * π) = -2 * ((2 * N - 1) / (3 * π)) := by ring
  rw [levelDOS_cos N θ₀ (by linarith) hpi, add_sub_cancel_left]
  refine div_le_div_of_nonneg_right ?_ (mul_pos Real.pi_pos hs).le
  rw [e1]
  linarith

/-- For a level `cos θ₀` with `0 < θ₀ < π`, the undamped density of states at the angle
`θ₀ + 3π / (2N - 1)` tends to minus infinity as the number of moments `N` grows. -/
theorem levelDOS_lobe_tendsto {θ₀ : ℝ} (h0 : 0 < θ₀) (hpi : θ₀ < π) :
    Tendsto (fun N : ℕ => levelDOS N (Real.cos θ₀) (Real.cos (θ₀ + lobeAngle N)))
      atTop atBot := by
  have hs := Real.sin_pos_of_pos_of_lt_pi h0 hpi
  have hlin : Tendsto (fun N : ℕ => 2 * (N : ℝ) - 1) atTop atTop := by
    simpa only [sub_eq_add_neg] using tendsto_atTop_add_const_right atTop (-1 : ℝ)
      ((tendsto_natCast_atTop_atTop (R := ℝ)).const_mul_atTop two_pos)
  have hφ : Tendsto lobeAngle atTop (𝓝 0) := tendsto_const_nhds.div_atTop hlin
  have h1 : Tendsto (fun N : ℕ => 1 / (2 * Real.sin (θ₀ + lobeAngle N / 2))) atTop
      (𝓝 (1 / (2 * Real.sin (θ₀ + 0 / 2)))) :=
    tendsto_const_nhds.div (tendsto_const_nhds.mul ((Real.continuous_sin.tendsto _).comp
      (tendsto_const_nhds.add (hφ.div_const 2)))) (by simpa using hs.ne')
  have hpos : 0 < π * Real.sin (θ₀ + 0) := by
    rw [add_zero]
    exact mul_pos Real.pi_pos hs
  have h2 : Tendsto (fun N : ℕ => (π * Real.sin (θ₀ + lobeAngle N))⁻¹) atTop
      (𝓝 (π * Real.sin (θ₀ + 0))⁻¹) :=
    (tendsto_const_nhds.mul ((Real.continuous_sin.tendsto _).comp
      (tendsto_const_nhds.add hφ))).inv₀ hpos.ne'
  have h3 : Tendsto (fun N : ℕ => -((2 * (N : ℝ) - 1) / (3 * π))) atTop atBot :=
    tendsto_neg_atTop_atBot.comp (hlin.atTop_div_const (by positivity))
  -- the linear fall of the direct kernel wins over the bounded image
  refine tendsto_atBot_mono' atTop ?_ ((h1.add_atBot h3).atBot_mul_pos (inv_pos.2 hpos) h2)
  filter_upwards [eventually_ge_atTop 2, hφ.eventually_lt_const (sub_pos.2 hpi)] with N hN hlt
  refine (levelDOS_lobe_le hN h0.le (by linarith)).trans_eq ?_
  ring

end

end GibbsChebyshev
```

```lean
#print axioms GibbsChebyshev.le_kernel_lobe
#print axioms GibbsChebyshev.kernel_lobe_strict_anti
#print axioms GibbsChebyshev.levelDOS_lobe_tendsto
```

```
'GibbsChebyshev.le_kernel_lobe' depends on axioms: [propext, Classical.choice, Quot.sound]
'GibbsChebyshev.kernel_lobe_strict_anti' depends on axioms: [propext, Classical.choice, Quot.sound]
'GibbsChebyshev.levelDOS_lobe_tendsto' depends on axioms: [propext, Classical.choice, Quot.sound]
```

## What the statements mean for a code's output

`kernel N φ` is $D_N(\varphi)$; the range `Finset.Ico 1 N` contains $1,\dots,N-1$. `lobeAngle N` is $\varphi_N$. `levelDOS N E₀ E` is $\rho_N(E)$, built from Mathlib's Chebyshev polynomials, with $N$ counting the moments from $T_0$ to $T_{N-1}$. The energy is in rescaled units, and since $E=\cos\theta$, a larger angle in $[0,\pi]$ means a lower energy: once $\theta_0+\varphi_N\le\pi$, the probed point lies below the level.

`kernel_lobe` states the value and the upper bound for every $N\ge2$, `le_kernel_lobe` the lower bound, and `kernel_lobe_strict_anti` the strict decrease. At $N=1$ the upper bound fails, because $D_1=1$. `levelDOS_lobe_le` is the explicit density bound. Its condition $\theta_0+\varphi_N<\pi$ can first be met at $N=3$, and for a level at the upper end of the rescaled interval, $\theta_0=0$, its right side is positive, so it gives no sign there. `levelDOS_lobe_tendsto` is the divergence for $0<\theta_0<\pi$.

Several limits matter when reading these results against a program:

- **The probed energy moves.** It approaches the level as $N$ grows. At a fixed angle $\varphi$ with $\sin(\varphi/2)\ne0$, the closed form keeps $|D_N(\varphi)|$ at or below $1/|\sin(\varphi/2)|$ for all $N\ge1$.
- **The strict decrease belongs to the kernel.** The density also carries the image term and the factor $1/\sin\theta$, and it need not fall at every step: for $E_0=0$ it is about $-0.637$ at $N=5$ and about $-0.585$ at $N=6$.
- **The angle $\varphi_N$ is a convenient probe and in general not the exact minimum.** At $N=3$ the kernel reaches $-1.25$, slightly below $D_3(\varphi_3)\approx-1.236$.
- **There is one level, with exact moments.** In a many-level spectrum, neighbouring peaks can fill the trough. Stochastic trace noise and rounding are absent from the model.
- **No damping factors are analysed.** The file does not show that any particular damped kernel is nonnegative.

## How the lemmas divide the work

`kernel_mul_sin` proves the closed form by induction from $N=1$, where the kernel is 1. The inductive step adds $2\cos(N\varphi)$, expands the sines of $N\varphi\pm\varphi/2$, and closes with `linear_combination ih`; this is the telescoping sum taken one term at a time.

`lobeAngle_spec` collects $0<\varphi_N\le\pi$ and $(2N-1)\varphi_N=3\pi$. In `kernel_lobe`, the numerator's angle is rewritten as $\pi/2+\pi$, where the sine is $-1$, and `Real.sin_le` supplies $\sin x\le x$. `le_kernel_lobe` uses `Real.mul_le_sin`, which is Jordan's inequality. `kernel_lobe_strict_anti` compares the two angles, then their sines, then the reciprocals.

`levelDOS_cos` applies the product formula term by term, with `Polynomial.Chebyshev.T_real_cos` turning $T_n(\cos\theta)$ into $\cos n\theta$. `levelDOS_lobe_le` bounds the image kernel in `himg`, takes the direct one from `kernel_lobe`, and divides by the positive factor $\pi\sin\theta$.

In `levelDOS_lobe_tendsto`, `h1` and `h2` give the finite limits of the image bound and the prefactor, and `h3` gives the linear fall. `tendsto_atBot_mono'` then transfers the divergence from the bound to the density. It needs the inequality only for large $N$, so the early terms with $\theta_0+\varphi_N\ge\pi$ do no harm.
